# Uniform coordinate scaling by γ > 0 turns the kinetic-energy integrand at x into γ^(3N+2) times the original integrand at γx

For `N` electrons with spin, in atomic units, the kinetic-energy integrand is half the sum, over all spin assignments, electrons and Cartesian axes, of the squared moduli of the wave function's first partial derivatives. The lemma says that replacing ψ(x) by γ^(3N/2) ψ(γx), with γ > 0, makes this integrand at x equal to γ^(3N) · γ² times the original integrand at γx. It is a pointwise identity, not one between integrals, and ψ may be any complex-valued function of positions and spins, with no normalisation or antisymmetry assumed. Differentiability is not needed either, because Lean's `deriv` is zero where no derivative exists and the identity still holds with that convention. The attempt proves a chain rule along a line, applies it to each partial derivative, then squares the moduli and sums.

As first written in Lean, the proof fails:

```lean
import Mathlib

open MeasureTheory

namespace AdiabaticConnectionScaling

noncomputable section

/-- Physical space. -/
abbrev R3 := EuclideanSpace ℝ (Fin 3)

/-- Positions of `N` electrons. -/
abbrev Config (N : ℕ) := Fin N → R3

/-- Wave functions of the positions and spins of `N` electrons. -/
abbrev WaveFn (N : ℕ) := Config N → (Fin N → Bool) → ℂ

variable {N M : ℕ}

/-- Unit displacement of electron `i` along Cartesian axis `a`. -/
def unitMove (i : Fin N) (a : Fin 3) : Config N := Pi.single i (EuclideanSpace.single a (1 : ℝ))

/-- Partial derivative of `ψ` along Cartesian coordinate `a` of electron `i`. -/
def partialD (ψ : WaveFn N) (s : Fin N → Bool) (i : Fin N) (a : Fin 3) (x : Config N) : ℂ :=
  deriv (fun t : ℝ => ψ (x + t • unitMove i a) s) 0

/-- Integrand of the kinetic energy, in atomic units. -/
def kineticDensity (ψ : WaveFn N) (x : Config N) : ℝ :=
  1 / 2 * ∑ s, ∑ i, ∑ a, ‖partialD ψ s i a x‖ ^ 2

/-- Uniform coordinate scaling `ψ_γ(x) = γ^(3N/2) ψ(γ x)`. -/
def scale (γ : ℝ) (ψ : WaveFn N) : WaveFn N :=
  fun x s => (Real.sqrt (γ ^ (3 * N)) : ℂ) * ψ (γ • x) s

/-- Scaling of the kinetic energy integrand: two derivatives give two powers of `γ`. -/
theorem kineticDensity_scale {γ : ℝ} (hγ : 0 < γ) (ψ : WaveFn N) (x : Config N) :
    kineticDensity (scale γ ψ) x = γ ^ (3 * N) * (γ ^ 2 * kineticDensity ψ (γ • x)) := by
  -- the chain rule along a line
  have hline : ∀ (c : ℂ) (g : ℝ → ℂ),
      deriv (fun t : ℝ => c * g (γ * t)) 0 = c * ((γ : ℂ) * deriv g 0) := by
    intro c g
    rw [deriv_const_mul_field, deriv_comp_mul_left, mul_zero, Complex.real_smul]
  have hp : ∀ s i a, ‖partialD (scale γ ψ) s i a x‖ ^ 2
      = γ ^ (3 * N) * (γ ^ 2 * ‖partialD ψ s i a (γ • x)‖ ^ 2) := by
    intro s i a
    have h : partialD (scale γ ψ) s i a x
        = (Real.sqrt (γ ^ (3 * N)) : ℂ) * ((γ : ℂ) * partialD ψ s i a (γ • x)) := by
      have h0 := hline (Real.sqrt (γ ^ (3 * N)) : ℂ)
        (fun t => ψ (γ • x + t • Pi.single i (EuclideanSpace.single a (1 : ℝ))) s)
      simpa only [partialD, scale, smul_add, smul_smul] using h0
    rw [h]
    simp only [norm_mul, mul_pow, Complex.norm_real, Real.norm_eq_abs, sq_abs]
    rw [Real.sq_sqrt (by positivity)]
  simp only [kineticDensity, hp, ← Finset.mul_sum]
  ring

end

end AdiabaticConnectionScaling
```

The compiler's answer:

```
Main.lean:49:21: error(lean.synthInstanceFailed): failed to synthesize instance of type class
  HAdd (Config N) (Fin N → ℝ) (Config N)

Hint: Type class instance resolution failures can be inspected with the `set_option trace.Meta.synthInstance true` command.
Main.lean:49:45: error: Application type mismatch: The argument
  EuclideanSpace.single a 1
has type
  EuclideanSpace ℝ (Fin 3)
but is expected to have type
  ℝ
in the application
  Pi.single i (EuclideanSpace.single a 1)
```

What went wrong. Both messages come from the displacement written out inside `h0`. `Pi.single i …` builds a function on `Fin N`, but the type of its values has to be inferred. Inside the sum, under `t • …`, it was not fixed by the type `Config N` of `γ • x`, and Lean settled on real values.

The first message therefore reports that there is no addition of a `Config N` and a `Fin N → ℝ`. The second reports the same wrong choice from within: `EuclideanSpace.single a 1` is a vector in three-dimensional space, where a real number was now expected.

The repair writes `unitMove i a` instead. This is the same displacement, but its definition declares the type `Config N`, so `t • unitMove i a` can be added to `γ • x`. It is also the form that appears when `partialD` is unfolded, so `h0` is stated in the terms the following `simpa` meets in the goal.

The repair, with which the file compiles:

```diff
@@ -47,5 +47,5 @@
         = (Real.sqrt (γ ^ (3 * N)) : ℂ) * ((γ : ℂ) * partialD ψ s i a (γ • x)) := by
       have h0 := hline (Real.sqrt (γ ^ (3 * N)) : ℂ)
-        (fun t => ψ (γ • x + t • Pi.single i (EuclideanSpace.single a (1 : ℝ))) s)
+        (fun t => ψ (γ • x + t • unitMove i a) s)
       simpa only [partialD, scale, smul_add, smul_smul] using h0
     rw [h]
```
